# Multi-product weights as Lagrange basis polynomials evaluated at zero step size

A multi-product formula combines results computed with different step numbers, each entering with its own weight. For a finite family of distinct, positive real step numbers $k_j$, the lemma says that the weight $a_j = \prod_{l \neq j} k_j^2/(k_j^2 - k_l^2)$ is the value at zero of the $j$-th Lagrange basis polynomial with nodes $1/k_j^2$, the squared relative step sizes. It concerns the weights alone and says nothing about the error of the combined result. The attempt compares the two products factor by factor, rewrites the difference of two nodes as a single fraction, cancels the minus signs and leaves the remaining algebra to `field_simp`.

This version doesn't compile in Lean 4 with Mathlib:

```lean
import Mathlib

open Finset Polynomial

namespace WeightEqBasis

noncomputable section

variable {ι : Type*} [Fintype ι] [DecidableEq ι]

/-- The multi-product weight `a_j = ∏_{l ≠ j} k_j² / (k_j² - k_l²)`, for distinct positive
step numbers `k`. -/
def weight (k : ι → ℝ) (j : ι) : ℝ :=
  ∏ l ∈ univ.erase j, k j ^ 2 / (k j ^ 2 - k l ^ 2)

/-- The squared relative step size `1 / k_j²`, for nonzero `k_j`. -/
def node (k : ι → ℝ) (j : ι) : ℝ := (k j ^ 2)⁻¹

/-- For distinct positive step numbers, the weight is the Lagrange basis polynomial in the
squared step size, evaluated at zero step size. -/
theorem weight_eq_basis {k : ι → ℝ} (hk : ∀ j, 0 < k j) (hinj : Function.Injective k)
    (j : ι) : weight k j = (Lagrange.basis univ (node k) j).eval 0 := by
  rw [weight, Lagrange.basis, eval_prod]
  refine Finset.prod_congr rfl fun l hl => ?_
  have hj : k j ^ 2 ≠ 0 := pow_ne_zero _ (hk j).ne'
  have hl' : k l ^ 2 ≠ 0 := pow_ne_zero _ (hk l).ne'
  have hD : k j ^ 2 - k l ^ 2 ≠ 0 := fun h =>
    (Finset.ne_of_mem_erase hl) (hinj ((sq_eq_sq₀ (hk j).le (hk l).le).1 (sub_eq_zero.1 h))).symm
  have e : node k j - node k l = -(k j ^ 2 - k l ^ 2) / (k j ^ 2 * k l ^ 2) := by
    rw [node, node, inv_sub_inv hj hl', neg_sub]
  rw [Lagrange.basisDivisor, eval_mul, eval_C, eval_sub, eval_X, eval_C, e, node]
  generalize k j ^ 2 - k l ^ 2 = D at hD ⊢
  -- the two minus signs cancel
  rw [zero_sub, inv_div, div_neg, neg_mul_neg]
  field_simp

end

end WeightEqBasis
```

The error:

```
Main.lean:22:70: error: unsolved goals
ι : Type u_1
inst✝¹ : Fintype ι
inst✝ : DecidableEq ι
k : ι → ℝ
hk : ∀ (j : ι), 0 < k j
hinj : Function.Injective k
j l : ι
hl : l ∈ univ.erase j
hj : k j ^ 2 ≠ 0
hl' : k l ^ 2 ≠ 0
e : node k j - node k l = -(k j ^ 2 - k l ^ 2) / (k j ^ 2 * k l ^ 2)
D : ℝ
hD : D ≠ 0
⊢ k j ^ 2 = k j ^ 2 * k l / k l
```

The change, after which it compiles:

```diff
@@ -33,4 +33,5 @@
   -- the two minus signs cancel
   rw [zero_sub, inv_div, div_neg, neg_mul_neg]
+  have hkl : k l ≠ 0 := (hk l).ne'
   field_simp
 
```

What went wrong. The one error reports a goal still open at the end of the proof: `k j ^ 2 = k j ^ 2 * k l / k l`. Here `field_simp` has cleared the denominator `D`, which `hD` says is nonzero, but has not cancelled `k l` against itself. That step needs `k l ≠ 0`, because Lean sets division by zero to zero, so `k l / k l` is 1 only when `k l` is nonzero.

The context does hold the equivalent fact `hl' : k l ^ 2 ≠ 0`, but it is about the square. `field_simp` treats the square as a power of `k l` and looks for a proof that the base `k l` is nonzero, which it did not get from `hl'`.

The added line states that fact as `hkl : k l ≠ 0`, proved from the positivity assumption `hk l`. With it in context, `field_simp` can cancel `k l`, both sides become the same, and the goal closes.
